# A chain with energy −A xᵖ + K x²/2, where 0 < p < 2 and A, K > 0, has a unique lowest-energy distortion x ≥ 0

A chain gains energy A xᵖ from its electrons or spins when it distorts by x ≥ 0, and pays the elastic cost K x²/2. The theorem `energy_lt_of_ne` says that, for 0 < p < 2 and A, K > 0, every non-negative distortion other than y = (pA/K)^(1/(2−p)) has strictly higher energy than y. The power-law gain is assumed, not derived from a Hamiltonian for the electrons or spins. The proof writes x = t y and uses the balance of forces at y to express the energy difference as A yᵖ (1 + (p/2)(t² − 1) − tᵖ). The last factor is to be positive by the strict Bernoulli inequality with exponent p/2, which lies between 0 and 1.

As first written in Lean, the proof fails:

```lean
import Mathlib

noncomputable section

namespace EnergyLtOfNe

/-- Energy of a chain with distortion `x ≥ 0`: a gain `A x^p` from the electrons or spins
against the elastic cost `K x² / 2`. -/
def energy (p A K x : ℝ) : ℝ := -A * x ^ p + K / 2 * x ^ 2

/-- The distortion `(p A / K)^(1/(2-p))`, intended for `0 < p < 2` and `A, K > 0`. -/
def dimerization (p A K : ℝ) : ℝ := (p * A / K) ^ (1 / (2 - p))

/-- For positive `p`, `A` and `K` the distortion `dimerization p A K` is nonzero and positive. -/
theorem dimerization_pos {p A K : ℝ} (hp : 0 < p) (hA : 0 < A) (hK : 0 < K) :
    0 < dimerization p A K :=
  Real.rpow_pos_of_pos (by positivity) _

/-- Force balance, multiplied by the distortion: for `0 < p < 2` and `A, K > 0`, the elastic
force at `dimerization p A K` cancels the force from the energy gain. -/
theorem force_balance {p A K : ℝ} (hp : 0 < p) (hp2 : p < 2) (hA : 0 < A) (hK : 0 < K) :
    K * dimerization p A K ^ 2 = p * A * dimerization p A K ^ p := by
  have hy := dimerization_pos hp hA hK
  have hne : 2 - p ≠ 0 := by linarith
  have h1 : dimerization p A K ^ (2 - p) = p * A / K := by
    unfold dimerization
    rw [← Real.rpow_mul (by positivity), one_div_mul_cancel hne, Real.rpow_one]
  have h2 : dimerization p A K ^ (2 - p) * dimerization p A K ^ p
      = dimerization p A K ^ 2 := by
    rw [← Real.rpow_add hy, sub_add_cancel, Real.rpow_two]
  rw [← h2, h1]
  field_simp

/-- For `0 < p < 2` and `A, K > 0`, every distortion `x ≥ 0` other than `dimerization p A K`
has strictly higher energy. -/
theorem energy_lt_of_ne {p A K x : ℝ} (hp : 0 < p) (hp2 : p < 2) (hA : 0 < A) (hK : 0 < K)
    (hx : 0 ≤ x) (hne : x ≠ dimerization p A K) :
    energy p A K (dimerization p A K) < energy p A K x := by
  have hy := dimerization_pos hp hA hK
  have hb := force_balance hp hp2 hA hK
  generalize dimerization p A K = y at hy hb hne ⊢
  -- measure the distortion in units of the equilibrium one
  obtain ⟨t, ht, rfl⟩ : ∃ t, 0 ≤ t ∧ x = t * y :=
    ⟨x / y, div_nonneg hx hy.le, by field_simp⟩
  have hs : t ^ 2 - 1 ≠ 0 := by
    intro h
    have h1 : t = 1 := by nlinarith
    exact hne (by rw [h1, one_mul])
  -- strict Bernoulli inequality with exponent p/2 < 1
  have hbern : (1 + (t ^ 2 - 1)) ^ (p / 2) < 1 + p / 2 * (t ^ 2 - 1) :=
    Real.rpow_one_add_lt_one_add_mul_self (by nlinarith [sq_nonneg t]) hs
      (by linarith) (by linarith)
  have hpow : (1 + (t ^ 2 - 1)) ^ (p / 2) = t ^ p := by
    have e1 : 1 + (t ^ 2 - 1) = t ^ (2 : ℝ) := by rw [Real.rpow_two]; ring
    have e2 : 2 * (p / 2) = p := by ring
    rw [e1, ← Real.rpow_mul ht, e2]
  rw [hpow] at hbern
  have hB : 0 < A * y ^ p := mul_pos hA (Real.rpow_pos_of_pos hy p)
  have hgap := mul_pos hB (sub_pos.2 hbern)
  have key : energy p A K (t * y) - energy p A K y
      = A * y ^ p * (1 + p / 2 * (t ^ 2 - 1) - t ^ p) := by
    unfold energy
    rw [Real.mul_rpow ht hy.le]
    linear_combination (t ^ 2 - 1) / 2 * hb
  linarith

end EnergyLtOfNe
```

The error:

```
Main.lean:51:4: error(lean.unknownIdentifier): Unknown constant `Real.rpow_one_add_lt_one_add_mul_self`
```

What went wrong. The message says that Lean knows no constant called `Real.rpow_one_add_lt_one_add_mul_self`. The inequality wanted is in Mathlib, but its name is `rpow_one_add_lt_one_add_mul_self`, without the prefix `Real.`, although it is about real powers. The prefix is part of a lemma's full name, so Lean does not find the lemma when a wrong one is added.

The diff removes the prefix and changes nothing else. The name now refers to the strict Bernoulli inequality for exponents between 0 and 1, and the arguments already given fit it: t² − 1 is at least −1 and is not zero, and p/2 is positive and less than 1. This proves `hbern`, and the rest of the proof stands as it was. The mathematics of the attempt was sound; only the lemma's name was wrong.

This version goes through:

```diff
@@ -49,5 +49,5 @@
   -- strict Bernoulli inequality with exponent p/2 < 1
   have hbern : (1 + (t ^ 2 - 1)) ^ (p / 2) < 1 + p / 2 * (t ^ 2 - 1) :=
-    Real.rpow_one_add_lt_one_add_mul_self (by nlinarith [sq_nonneg t]) hs
+    rpow_one_add_lt_one_add_mul_self (by nlinarith [sq_nonneg t]) hs
       (by linarith) (by linarith)
   have hpow : (1 + (t ^ 2 - 1)) ^ (p / 2) = t ^ p := by
```
